# A second-order bound on the Harris energy error for one orbital with a gap

A plane-wave calculation often starts from a density assembled from atomic ones, whose radial transforms supply the Fourier coefficients. One diagonalisation in the potential of that density already gives a total-energy estimate, the Harris energy. The starting density is not the self-consistent one, so how wrong is the estimate? In a finite model with one occupied orbital and a quadratic interaction, the error is second order in the density error, with bounds set by the interaction and the gap.

## The bound

Let $i$ label finitely many sites or grid points. Let $H_0$ be a Hermitian matrix, $K$ a real symmetric interaction matrix, and $n$ a real vector, the input density. Write $\lambda(A)$ for the lowest eigenvalue of a Hermitian matrix $A$, and define

$$H(n)=H_0+\mathrm{diag}(Kn),\qquad E_H(n)=\lambda(H(n))-\tfrac12\,n\cdot Kn .$$

The subtracted term corrects the double counting of the interaction.

Let the unit vector $\psi$ be a ground state of $H(n_0)$ with $n_0=|\psi|^2$ site by site, so that $n_0$ is self-consistent. Then $E_H(n_0)=\langle\psi,H_0\psi\rangle+\tfrac12\,n_0\cdot Kn_0$ is the self-consistent total energy, against which the error is measured. Suppose that states orthogonal to $\psi$ have mean energy at least $g>0$ above the ground energy. If $d=n-n_0$ and $|(Kd)_i|\le m\le g/4$ at every site, then

$$-\frac{2m^2}{g}\;\le\;E_H(n_0+d)-E_H(n_0)+\tfrac12\,d\cdot Kd\;\le\;0 .$$

Scaling $d$ by $t$ scales both $m^2$ and $d\cdot Kd$ by $t^2$, so no first-order error remains.

## Where a code relies on it

A code relies on second-order behaviour of this kind when it takes the Harris energy, with both the eigenvalues and the double-counting term computed from the input density, as an estimate of the converged energy. For the one-orbital model, the bound says which quantities control the error of that estimate: the potential error $Kd$, compared with the gap, and the interaction energy of $d$ with itself. A small density error is not enough if $K$ amplifies it, as the Coulomb kernel does at long wavelengths. Since $n_0$ is unknown during the iteration, using the bound as a numerical error bar requires separate estimates of $m$, $g$ and $d\cdot Kd$.

## Derivation

Write $H=H(n_0)$, $E_0=\lambda(H)$, $u=Kd$ and $w=\sum_i u_i|\psi_i|^2$. Since $\psi$ is normalised, $w\le m$. The derivation works for any $m$ with $2m<g$; put $k=g-2m>0$.

**Upper bound on the new ground energy.** With $\psi$ as trial state for $H+\mathrm{diag}(u)$, the variational principle gives $\lambda(H+\mathrm{diag}(u))\le E_0+w$.

**Lower bound.** Split any unit state as $x=a\psi+\varphi$ with $\langle\psi,\varphi\rangle=0$, and let $T=\|\varphi\|^2$, so $|a|^2=1-T$. The cross term vanishes because $\langle\psi,H\varphi\rangle=E_0\langle\psi,\varphi\rangle=0$. With the gap condition,

$$\langle x,Hx\rangle=|a|^2E_0+\langle\varphi,H\varphi\rangle\ge E_0+gT .$$

The added potential does have a cross term. At one site let $q=a\psi_i$ and $f=\varphi_i$. For real $X,Y$,

$$kY^2+\frac{m^2}{k}X^2+2u_iXY=\frac{(kY+u_iX)^2+(m^2-u_i^2)X^2}{k}\ge0 .$$

Applying this to the real and imaginary parts of $q$ and $f$, and using $u_i|f|^2\ge-m|f|^2$, gives

$$u_i|q+f|^2\ge u_i|q|^2-(m+k)|f|^2-\frac{m^2}{k}|q|^2 .$$

Sum over sites, add the bound on $\langle x,Hx\rangle$, and insert $|a|^2=1-T$:

$$\langle x,(H+\mathrm{diag}(u))x\rangle\ge E_0+w-\frac{m^2}{k}+T\Big(g-k-m-w+\frac{m^2}{k}\Big).$$

Because $g-k=2m$, the last bracket equals $m-w+m^2/k$, which is non-negative. Hence

$$E_0+w-\frac{m^2}{g-2m}\le\lambda(H+\mathrm{diag}(u))\le E_0+w .$$

**From the ground energy to the Harris energy.** Symmetry of $K$ gives $d\cdot Kn_0=n_0\cdot Kd=w$. Expanding the double-counting term,

$$E_H(n_0+d)-E_H(n_0)=\lambda(H+\mathrm{diag}(u))-E_0-w-\tfrac12\,d\cdot Kd .$$

Moving $\tfrac12 d\cdot Kd$ to the left puts the result between $-m^2/(g-2m)$ and $0$. If $m\le g/4$, then $g-2m\ge g/2$, and the lower bound becomes $-2m^2/g$.

## The Lean file and its proof steps

`meanEnergy_split` removes the cross term of $H$. Applied to the identity matrix, it also yields $|a|^2+T=1$. `site_bound` completes the square at one site. `groundEnergy_shift` constructs the splitting by projection, sums the site bounds, and uses `nlinarith` to combine them with the gap condition and $w\le m$; its upper bound uses $\psi$ as trial state.

`harris_error` applies this shift with $u=Kd$, uses the symmetry of $K$ to equate the cross terms, and finishes with linear arithmetic. `harris_error_quarter_gap` simplifies the denominator. `dimer_witness` verifies the self-consistency and gap conditions in a two-site example.

```lean
import Mathlib

open Matrix

namespace HarrisGapBound

noncomputable section

variable {ι : Type*} [Fintype ι] [DecidableEq ι]

/-- The density `|ψ i|²` of a state on the sites (or grid points) `i`. -/
def density (ψ : ι → ℂ) : ι → ℝ := fun i => Complex.normSq (ψ i)

/-- The quadratic form `⟨x, A x⟩` (real part), the mean energy when `x` is a unit vector. -/
def meanEnergy (A : Matrix ι ι ℂ) (x : ι → ℂ) : ℝ := (star x ⬝ᵥ A *ᵥ x).re

/-- The mean energies of all unit states. -/
def energies (A : Matrix ι ι ℂ) : Set ℝ := {e | ∃ x, ∑ i, density x i = 1 ∧ meanEnergy A x = e}

/-- The ground energy: the infimum of the mean energy over unit states. -/
def groundEnergy (A : Matrix ι ι ℂ) : ℝ := sInf (energies A)

/-- The Hamiltonian `A` with a real local potential `u` added. -/
def withPotential (A : Matrix ι ι ℂ) (u : ι → ℝ) : Matrix ι ι ℂ :=
  A + diagonal fun i => (u i : ℂ)

/-- The Harris energy: ground energy of `H₀ + diag (K n)` minus `n · K n / 2`. -/
def harris (H₀ : Matrix ι ι ℂ) (K : Matrix ι ι ℝ) (n : ι → ℝ) : ℝ :=
  groundEnergy (withPotential H₀ (K *ᵥ n)) - (n ⬝ᵥ K *ᵥ n) / 2

/-- The change of the Harris energy from `n` to `n + d`, plus `d · K d / 2`. -/
def harrisError (H₀ : Matrix ι ι ℂ) (K : Matrix ι ι ℝ) (n d : ι → ℝ) : ℝ :=
  harris H₀ K (n + d) - harris H₀ K n + (d ⬝ᵥ K *ᵥ d) / 2

/-- `ψ` is a unit ground state of `A`, and states orthogonal to it have mean energy at least
`g` above the ground energy. -/
structure IsGappedGroundState (A : Matrix ι ι ℂ) (ψ : ι → ℂ) (g : ℝ) : Prop where
  unit : ∑ i, density ψ i = 1
  eigen : A *ᵥ ψ = (groundEnergy A : ℂ) • ψ
  gap : ∀ φ, star ψ ⬝ᵥ φ = 0 → (groundEnergy A + g) * ∑ i, density φ i ≤ meanEnergy A φ

omit [DecidableEq ι] in
lemma star_dot_self (x : ι → ℂ) : star x ⬝ᵥ x = ((∑ i, density x i : ℝ) : ℂ) := by
  simp only [dotProduct, density, Pi.star_apply, Complex.star_def, Complex.ofReal_sum,
    Complex.normSq_eq_conj_mul_self]

lemma meanEnergy_withPotential (A : Matrix ι ι ℂ) (u : ι → ℝ) (x : ι → ℂ) :
    meanEnergy (withPotential A u) x = meanEnergy A x + u ⬝ᵥ density x := by
  have h : star x ⬝ᵥ ((diagonal fun i => (u i : ℂ)) *ᵥ x) = ((u ⬝ᵥ density x : ℝ) : ℂ) := by
    simp only [dotProduct, mulVec_diagonal, density, Pi.star_apply, Complex.star_def,
      Complex.ofReal_sum, Complex.ofReal_mul, Complex.normSq_eq_conj_mul_self]
    exact Finset.sum_congr rfl fun i _ => by ring
  rw [meanEnergy, withPotential, add_mulVec, dotProduct_add, h, Complex.add_re,
    Complex.ofReal_re, meanEnergy]

omit [DecidableEq ι] in
/-- For Hermitian `A`, the quadratic form at `a ψ + φ` has no cross term when `ψ` is a unit
eigenvector and `φ` is orthogonal to it. -/
theorem meanEnergy_split {A : Matrix ι ι ℂ} (hA : A.IsHermitian) {ψ φ : ι → ℂ} {e : ℝ}
    (hψ : star ψ ⬝ᵥ ψ = 1) (he : A *ᵥ ψ = (e : ℂ) • ψ) (hφ : star ψ ⬝ᵥ φ = 0) (a : ℂ) :
    meanEnergy A (a • ψ + φ) = Complex.normSq a * e + meanEnergy A φ := by
  have h1 : star φ ⬝ᵥ ψ = 0 := by rw [Matrix.star_dotProduct, hφ, star_zero]
  have h2 : star ψ ⬝ᵥ A *ᵥ φ = 0 := by
    have h := Matrix.star_mulVec A ψ
    rw [hA.eq, he] at h
    rw [Matrix.dotProduct_mulVec, ← h, star_smul, smul_dotProduct, hφ, smul_zero]
  have h : star (a • ψ + φ) ⬝ᵥ A *ᵥ (a • ψ + φ)
      = ((Complex.normSq a * e : ℝ) : ℂ) + star φ ⬝ᵥ A *ᵥ φ := by
    rw [mulVec_add, mulVec_smul, he, star_add, star_smul]
    simp only [add_dotProduct, dotProduct_add, smul_dotProduct, dotProduct_smul, hψ, h1, h2,
      smul_eq_mul, Complex.ofReal_mul, Complex.normSq_eq_conj_mul_self, Complex.star_def]
    ring
  rw [meanEnergy, h, Complex.add_re, Complex.ofReal_re, meanEnergy]

lemma site_bound {u m k : ℝ} (hk : 0 < k) (hu : |u| ≤ m) (q f : ℂ) :
    u * Complex.normSq q - (m + k) * Complex.normSq f - m ^ 2 / k * Complex.normSq q
      ≤ u * Complex.normSq (q + f) := by
  obtain ⟨h1, h2⟩ := abs_le.mp hu
  -- completing the square in each real coordinate
  have hc : ∀ x y : ℝ, 0 ≤ k * y ^ 2 + m ^ 2 / k * x ^ 2 + 2 * u * x * y := fun x y => by
    have h : k * y ^ 2 + m ^ 2 / k * x ^ 2 + 2 * u * x * y
        = ((k * y + u * x) ^ 2 + (m - u) * (m + u) * x ^ 2) / k := by
      field_simp
      ring
    rw [h]
    have h3 : 0 ≤ (m - u) * (m + u) := mul_nonneg (by linarith) (by linarith)
    positivity
  have h4 : 0 ≤ (m + u) * (f.re ^ 2 + f.im ^ 2) := mul_nonneg (by linarith) (by positivity)
  simp only [Complex.normSq_apply, Complex.add_re, Complex.add_im]
  linarith [hc q.re f.re, hc q.im f.im]

/-- A local potential `u` with `|u| ≤ m < g / 2` shifts the ground energy by its mean value in
the old ground state, up to a lowering of at most `m² / (g - 2 m)`. -/
theorem groundEnergy_shift {A : Matrix ι ι ℂ} (hA : A.IsHermitian) {ψ : ι → ℂ} {g m : ℝ}
    (h : IsGappedGroundState A ψ g) {u : ι → ℝ} (hu : ∀ i, |u i| ≤ m) (hm : 2 * m < g) :
    groundEnergy A + u ⬝ᵥ density ψ - m ^ 2 / (g - 2 * m) ≤ groundEnergy (withPotential A u) ∧
      groundEnergy (withPotential A u) ≤ groundEnergy A + u ⬝ᵥ density ψ := by
  have hψ : star ψ ⬝ᵥ ψ = 1 := by rw [star_dot_self, h.unit, Complex.ofReal_one]
  have hk : 0 < g - 2 * m := by linarith
  have hw : u ⬝ᵥ density ψ ≤ m := by
    calc u ⬝ᵥ density ψ ≤ ∑ i, m * density ψ i := Finset.sum_le_sum fun i _ =>
          mul_le_mul_of_nonneg_right (abs_le.mp (hu i)).2 (Complex.normSq_nonneg _)
      _ = m := by rw [← Finset.mul_sum, h.unit, mul_one]
  have low : ∀ y ∈ energies (withPotential A u),
      groundEnergy A + u ⬝ᵥ density ψ - m ^ 2 / (g - 2 * m) ≤ y := by
    rintro _ ⟨x, hx, rfl⟩
    -- split the trial state along the old ground state
    obtain ⟨a, φ, hφ, rfl⟩ : ∃ a φ, star ψ ⬝ᵥ φ = 0 ∧ x = a • ψ + φ :=
      ⟨star ψ ⬝ᵥ x, x - (star ψ ⬝ᵥ x) • ψ,
        by rw [dotProduct_sub, dotProduct_smul, hψ, smul_eq_mul, mul_one, sub_self], by simp⟩
    have hnorm := meanEnergy_split (isHermitian_one (n := ι) (α := ℂ)) (e := 1) hψ
      (by simp) hφ a
    simp only [meanEnergy, one_mulVec, star_dot_self, Complex.ofReal_re, mul_one] at hnorm
    rw [hx] at hnorm
    have hs := Finset.sum_le_sum fun i (_ : i ∈ Finset.univ) =>
      site_bound hk (hu i) (a * ψ i) (φ i)
    have e1 : ∑ i, u i * (Complex.normSq a * Complex.normSq (ψ i))
        = Complex.normSq a * (u ⬝ᵥ density ψ) := by
      simp only [dotProduct, density, Finset.mul_sum]
      exact Finset.sum_congr rfl fun i _ => by ring
    have e2 : ∑ i, Complex.normSq (ψ i) = 1 := h.unit
    simp only [Complex.normSq_mul, Finset.sum_sub_distrib, e1, ← Finset.mul_sum, e2] at hs
    change _ - _ * (∑ i, density φ i) - _ ≤ u ⬝ᵥ density (a • ψ + φ) at hs
    have hT : 0 ≤ ∑ i, density φ i := Finset.sum_nonneg fun i _ => Complex.normSq_nonneg _
    have hQ : 0 ≤ m ^ 2 / (g - 2 * m) := by positivity
    rw [meanEnergy_withPotential, meanEnergy_split hA hψ h.eigen hφ a]
    generalize m ^ 2 / (g - 2 * m) = Q at hs hQ ⊢
    have ha : Complex.normSq a = 1 - ∑ i, density φ i := by linarith
    rw [ha] at hs ⊢
    nlinarith [h.gap φ hφ, mul_nonneg (sub_nonneg.mpr hw) hT, mul_nonneg hQ hT]
  -- the old ground state is a trial state for the new Hamiltonian
  have hE : meanEnergy (withPotential A u) ψ = groundEnergy A + u ⬝ᵥ density ψ := by
    rw [meanEnergy_withPotential, meanEnergy, h.eigen, dotProduct_smul, hψ, smul_eq_mul,
      mul_one, Complex.ofReal_re]
  have hmem : groundEnergy A + u ⬝ᵥ density ψ ∈ energies (withPotential A u) := ⟨ψ, h.unit, hE⟩
  exact ⟨le_csInf ⟨_, hmem⟩ low, csInf_le ⟨_, low⟩ hmem⟩

/-- Harris energy near a self-consistent density `|ψ|²` with gap `g`: if `|K d| ≤ m < g / 2`,
the change plus `d · K d / 2` lies between `-m² / (g - 2 m)` and `0`. -/
theorem harris_error {H₀ : Matrix ι ι ℂ} (hH : H₀.IsHermitian) {K : Matrix ι ι ℝ}
    (hK : K.IsSymm) {ψ : ι → ℂ} {g m : ℝ}
    (h : IsGappedGroundState (withPotential H₀ (K *ᵥ density ψ)) ψ g)
    {d : ι → ℝ} (hd : ∀ i, |(K *ᵥ d) i| ≤ m) (hm : 2 * m < g) :
    -(m ^ 2 / (g - 2 * m)) ≤ harrisError H₀ K (density ψ) d ∧
      harrisError H₀ K (density ψ) d ≤ 0 := by
  have hA : (withPotential H₀ (K *ᵥ density ψ)).IsHermitian := by
    refine hH.add ?_
    rw [Matrix.IsHermitian, diagonal_conjTranspose]
    congr 1
    funext i
    simp
  have hs := groundEnergy_shift hA h hd hm
  have hp : withPotential H₀ (K *ᵥ (density ψ + d))
      = withPotential (withPotential H₀ (K *ᵥ density ψ)) (K *ᵥ d) := by
    simp only [withPotential, mulVec_add, add_assoc, diagonal_add, Pi.add_apply,
      Complex.ofReal_add]
  -- symmetry of `K` makes the two cross terms equal
  have h1 : d ⬝ᵥ K *ᵥ density ψ = (K *ᵥ d) ⬝ᵥ density ψ := by
    rw [Matrix.dotProduct_mulVec, ← mulVec_transpose, hK.eq]
  have h2 : density ψ ⬝ᵥ K *ᵥ d = (K *ᵥ d) ⬝ᵥ density ψ := dotProduct_comm _ _
  rw [harrisError, harris, harris, hp]
  simp only [mulVec_add, add_dotProduct, dotProduct_add, h1, h2]
  constructor <;> linarith [hs.1, hs.2]

/-- For `|K d| ≤ m ≤ g / 4` and `g > 0`, the change of the Harris energy from the self-consistent
density, plus `d · K d / 2`, lies between `-2 m² / g` and `0`. -/
theorem harris_error_quarter_gap {H₀ : Matrix ι ι ℂ} (hH : H₀.IsHermitian)
    {K : Matrix ι ι ℝ} (hK : K.IsSymm) {ψ : ι → ℂ} {g m : ℝ} (hg : 0 < g)
    (h : IsGappedGroundState (withPotential H₀ (K *ᵥ density ψ)) ψ g)
    {d : ι → ℝ} (hd : ∀ i, |(K *ᵥ d) i| ≤ m) (hm : m ≤ g / 4) :
    -(2 * m ^ 2 / g) ≤ harrisError H₀ K (density ψ) d ∧
      harrisError H₀ K (density ψ) d ≤ 0 := by
  obtain ⟨h1, h2⟩ := harris_error hH hK h hd (by linarith)
  refine ⟨le_trans (neg_le_neg ?_) h1, h2⟩
  rw [div_le_div_iff₀ (by linarith) hg]
  nlinarith [mul_nonneg (sq_nonneg m) (by linarith : 0 ≤ g - 4 * m)]

/-- Hopping between two sites with amplitude `-1`. -/
def hop : Matrix (Fin 2) (Fin 2) ℂ := !![0, -1; -1, 0]

/-- The state with equal amplitudes `√(1/2)` on two sites. -/
def bonding : Fin 2 → ℂ := fun _ => (√(1 / 2) : ℝ)

/-- With `K = 1`, the equal-amplitude state of the two-site model is a self-consistent ground
state with gap `2`. -/
theorem dimer_witness :
    IsGappedGroundState (withPotential hop ((1 : Matrix (Fin 2) (Fin 2) ℝ) *ᵥ density bonding))
      bonding 2 := by
  have h : √(1 / 2 : ℝ) * √(1 / 2) = 1 / 2 := Real.mul_self_sqrt (by norm_num)
  have hd : density bonding = fun _ => 1 / 2 :=
    funext fun _ => (Complex.normSq_ofReal _).trans h
  have hu : ∑ i, density bonding i = 1 := by
    rw [hd, Fin.sum_univ_two]
    norm_num
  rw [one_mulVec, hd]
  have hf : ∀ x, meanEnergy (withPotential hop fun _ => 1 / 2) x = (∑ i, density x i) / 2
      - 2 * ((x 0).re * (x 1).re + (x 0).im * (x 1).im) := fun x => by
    rw [meanEnergy_withPotential]
    simp [meanEnergy, hop, Matrix.mulVec, dotProduct, Fin.sum_univ_two]
    ring
  have hE : groundEnergy (withPotential hop fun _ => 1 / 2) = -1 / 2 := by
    refine IsLeast.csInf_eq ⟨⟨bonding, hu, ?_⟩, ?_⟩
    · rw [hf, hu]
      simp only [bonding, Complex.ofReal_re, Complex.ofReal_im, h]
      norm_num
    · rintro _ ⟨x, hx, rfl⟩
      rw [hf, hx]
      simp only [Fin.sum_univ_two, density, Complex.normSq_apply] at hx
      nlinarith [sq_nonneg ((x 0).re - (x 1).re), sq_nonneg ((x 0).im - (x 1).im)]
  refine ⟨hu, ?_, fun φ hφ => ?_⟩
  · rw [hE]
    funext i
    fin_cases i <;>
      simp [withPotential, hop, bonding, Matrix.mulVec, dotProduct, Fin.sum_univ_two,
        diagonal_apply] <;>
      ring
  · -- orthogonal states have opposite amplitudes
    have hs : ((√(1 / 2) : ℝ) : ℂ) ≠ 0 :=
      Complex.ofReal_ne_zero.mpr (Real.sqrt_pos.mpr (by norm_num)).ne'
    have h0 : ((√(1 / 2) : ℝ) : ℂ) * (φ 0 + φ 1) = 0 := by
      simp only [dotProduct, Fin.sum_univ_two, Pi.star_apply, bonding, Complex.star_def,
        Complex.conj_ofReal] at hφ
      linear_combination hφ
    have h1 : φ 1 = -φ 0 := by linear_combination (mul_eq_zero.mp h0).resolve_left hs
    rw [hE, hf]
    simp only [Fin.sum_univ_two, density, h1, Complex.normSq_apply, Complex.neg_re,
      Complex.neg_im]
    linarith

end

end HarrisGapBound
```

```lean
#print axioms HarrisGapBound.harris_error_quarter_gap
```

```
'HarrisGapBound.harris_error_quarter_gap' depends on axioms: [propext, Classical.choice, Quot.sound]
```

## What is guaranteed: one orbital, given self-consistency and gap

In words, `harris_error_quarter_gap` takes a Hermitian `H₀`, a symmetric real `K`, a positive `g`, and a state `ψ` satisfying `IsGappedGroundState` for the Hamiltonian built from its own density. For every real `d` with $|(Kd)_i|\le m\le g/4$, it bounds `harrisError`, the Harris energy change plus $\tfrac12 d\cdot Kd$, from both sides. `harris_error` gives the sharper denominator $g-2m$ under $2m<g$.

The objects correspond to the physics as follows:

- The finite type `ι` is the set of sites or grid points, and `density ψ` is $|\psi_i|^2$, with unit sum and no volume weight. A code with a grid weight must absorb it into its vectors and matrices.
- `groundEnergy` is the infimum of the mean energy over unit states. For a Hermitian matrix this is the lowest eigenvalue, by the usual variational principle.
- `IsGappedGroundState` contains normalisation, the eigenvalue equation and the gap condition. The number `g` is any valid lower bound on the gap; on a single site no nonzero orthogonal state exists, so the gap condition holds for every `g`.
- `m` is any bound on $|(Kd)_i|$, not necessarily the maximum. The input density $n_0+d$ need not be non-negative or normalised.

Self-consistency and the gap are assumed. Physically, the gap keeps a small potential change from mixing much of another state into the ground state. The two-site example shows that both assumptions can be met with a nonzero interaction: for `hop` and $K=1$, the state with amplitudes $\sqrt{1/2}$ is self-consistent with gap $2$.

The theorems are stated for one orbital with unit occupation. A fixed occupation $f>0$ of that orbital, such as $f=2$ for a closed shell, reduces to this case: divide the density by $f$, replace $K$ by $fK$, and multiply the resulting energy by $f$. Several occupied orbitals, with whole or fractional occupations, and exchange-correlation functionals that are not quadratic in the density lie beyond the theorems, as do basis-set and rounding errors. They also say nothing about whether a self-consistency iteration converges.

An alternative definition would take the ground energy as the smallest entry in the eigenvalue list and the gap as the difference between the two lowest entries, counted with multiplicity. That is closer to a diagonaliser's output, but the variational inequalities would then have to be proved separately, for instance from the spectral theorem, and the gap would require at least two sites. The numerical bounds would stay the same.
